# Alternating exact cell and atom relaxation converges for a stable harmonic crystal

Take a crystal whose energy is a quadratic form in finitely many strain components e and internal coordinates u, positive except at (0,0). Minimize exactly over u at fixed e, then over e at fixed u, and repeat. This can be done from every starting point, and every resulting sequence converges to (0,0). For structure optimization this means that, in the harmonic regime and with exact half-steps, relaxing atoms and cell in turn converges to the joint minimum.

The energy is

E(e,u) = e·Ce/2 + u·Le + u·Ku/2,

with clamped-ion stiffness C, strain-displacement coupling L and force constants K. The finite types `m` and `n` label the components of e and u.

```lean
import Mathlib

open Matrix Filter Topology

namespace AlternatingCellAtomRelaxation

noncomputable section

variable {m n : Type*} [Fintype m] [Fintype n]

/-- Quadratic energy of a crystal with strain `e` and internal coordinates `u`:
clamped-ion stiffness `C`, strain-displacement coupling `L`, force constants `K`. -/
def energy (C : Matrix m m ℝ) (L : Matrix n m ℝ) (K : Matrix n n ℝ)
    (e : m → ℝ) (u : n → ℝ) : ℝ :=
  (e ⬝ᵥ C *ᵥ e) / 2 + u ⬝ᵥ L *ᵥ e + (u ⬝ᵥ K *ᵥ u) / 2
```

Stability, `IsStable`, says that E is positive as soon as e or u is nonzero.

```lean
/-- The crystal is stable: every nonzero distortion costs energy. -/
def IsStable (C : Matrix m m ℝ) (L : Matrix n m ℝ) (K : Matrix n n ℝ) : Prop :=
  ∀ e u, (e ≠ 0 ∨ u ≠ 0) → 0 < energy C L K e u
```

A run is a pair of sequences e_k, u_k. The field `atoms` says that u_{k+1} minimizes E(e_k, ·), and `cell` says that e_{k+1} minimizes E(·, u_{k+1}). Both are global minima, and no matrix inverse appears.

```lean
/-- A run of alternating relaxation: the atoms are relaxed exactly in the current cell,
then the cell is relaxed exactly around the new atomic positions. -/
structure IsRelaxationRun (C : Matrix m m ℝ) (L : Matrix n m ℝ) (K : Matrix n n ℝ)
    (e : ℕ → m → ℝ) (u : ℕ → n → ℝ) : Prop where
  atoms : ∀ k v, energy C L K (e k) (u (k + 1)) ≤ energy C L K (e k) v
  cell : ∀ k f, energy C L K (e (k + 1)) (u (k + 1)) ≤ energy C L K f (u (k + 1))
```

## A quadratic energy in finitely many coordinates

Physically, this is the harmonic expansion about a reference structure with no residual force or stress and no external load, since E has no linear terms. The cell volume is absorbed into the coefficients. C and K need not be symmetric, because only their symmetric parts contribute to E.

By hand, the assumption gives the scaling rule

E(se,tu) = s² E(e,0) + s t u·Le + t² E(0,u),

from which the energy change under any rescaling can be read off. In Lean this is `energy_smul`, proved by expanding the products; `continuous_energy` supplies continuity.

```lean
variable {C : Matrix m m ℝ} {L : Matrix n m ℝ} {K : Matrix n n ℝ}

/-- Energy of a distortion whose strain and internal parts are scaled separately. -/
theorem energy_smul (s t : ℝ) (e : m → ℝ) (u : n → ℝ) :
    energy C L K (s • e) (t • u) =
      s ^ 2 * energy C L K e 0 + s * t * (u ⬝ᵥ L *ᵥ e) + t ^ 2 * energy C L K 0 u := by
  simp only [energy, mulVec_smul, smul_dotProduct, dotProduct_smul, smul_eq_mul,
    mulVec_zero, dotProduct_zero, zero_dotProduct]
  ring

/-- The energy is a continuous function of strain and internal coordinates. -/
theorem continuous_energy :
    Continuous (fun x : (m → ℝ) × (n → ℝ) => energy C L K x.1 x.2) := by
  simp only [energy, mulVec, dotProduct]
  fun_prop
```

Without the quadratic form, an anharmonic energy can have points away from the global minimum where neither half-step lowers the energy, and a run can stay there.

## Strict positivity

Positivity means that every distortion costs energy, including those that mix strain and internal displacement. Rigid translations of all atoms must therefore be removed from u.

The derivation uses positivity to compare E with other functions. Let F be continuous with F(tx) = t²F(x), where x = (e,u). On the unit sphere, which is compact, E is positive, so F/E is bounded there by some B. Put M = max(B,1). For x ≠ 0, scaling by r = 1/‖x‖ multiplies both F and E by r², so F(x) ≤ M E(x) holds for every x ≠ 0; at the origin both sides vanish. `IsStable.dominates` follows this argument.

```lean
/-- The energy of a stable crystal dominates, up to a constant factor, every continuous
function of the distortion that is homogeneous of degree two. -/
theorem IsStable.dominates (h : IsStable C L K) (F : (m → ℝ) × (n → ℝ) → ℝ)
    (hF : Continuous F) (hs : ∀ (t : ℝ) x, F (t • x) = t ^ 2 * F x) :
    ∃ M : ℝ, 0 < M ∧ ∀ e u, F (e, u) ≤ M * energy C L K e u := by
  have hpos : ∀ x : (m → ℝ) × (n → ℝ), x ≠ 0 → 0 < energy C L K x.1 x.2 := by
    intro x hx
    apply h
    by_contra hc
    simp only [ne_eq, not_or, not_not] at hc
    exact hx (Prod.ext hc.1 hc.2)
  have hne : ∀ x : (m → ℝ) × (n → ℝ), ‖x‖ = 1 → x ≠ 0 := by
    intro x hx h0
    rw [h0, norm_zero] at hx
    exact zero_ne_one hx
  -- the ratio of the two functions is bounded on the compact unit sphere
  obtain ⟨B, hB⟩ := (isCompact_sphere (0 : (m → ℝ) × (n → ℝ)) 1).bddAbove_image
    (f := fun x => F x / energy C L K x.1 x.2)
    (hF.continuousOn.div continuous_energy.continuousOn
      (fun x hx => (hpos x (hne x (mem_sphere_zero_iff_norm.mp hx))).ne'))
  refine ⟨max B 1, lt_of_lt_of_le one_pos (le_max_right _ _), fun e u => ?_⟩
  by_cases hx : ((e, u) : (m → ℝ) × (n → ℝ)) = 0
  · have h0 : F 0 = 0 := by simpa using hs 0 0
    have he : e = 0 := congrArg Prod.fst hx
    have hu : u = 0 := congrArg Prod.snd hx
    rw [hx, h0, he, hu]
    simp [energy]
  · have hn : 0 < ‖((e, u) : (m → ℝ) × (n → ℝ))‖ := norm_pos_iff.mpr hx
    set r := ‖((e, u) : (m → ℝ) × (n → ℝ))‖⁻¹ with hr
    have hr0 : 0 < r := inv_pos.mpr hn
    have hy : ‖r • ((e, u) : (m → ℝ) × (n → ℝ))‖ = 1 := by
      rw [norm_smul, Real.norm_of_nonneg hr0.le, hr, inv_mul_cancel₀ hn.ne']
    have h1 : F (r • (e, u)) / energy C L K (r • e) (r • u) ≤ B :=
      hB ⟨r • (e, u), mem_sphere_zero_iff_norm.mpr hy, rfl⟩
    have h2 : 0 < energy C L K (r • e) (r • u) := hpos (r • (e, u)) (hne _ hy)
    have h3 : energy C L K (r • e) (r • u) = r ^ 2 * energy C L K e u := by
      simp only [energy, mulVec_smul, smul_dotProduct, dotProduct_smul, smul_eq_mul]
      ring
    rw [div_le_iff₀ h2, hs, h3] at h1
    have h4 : F (e, u) ≤ B * energy C L K e u :=
      le_of_mul_le_mul_left (by linarith) (pow_pos hr0 2)
    exact h4.trans (mul_le_mul_of_nonneg_right (le_max_left _ _) (hpos (e, u) hx).le)
```

Choosing F = ‖x‖² gives a constant N > 0 with

‖(e,u)‖² ≤ N E(e,u).

Lean's norm here is the largest absolute component.

```lean
/-- The squared size of a distortion of a stable crystal is bounded by a constant times
its energy. -/
theorem IsStable.coercive (h : IsStable C L K) :
    ∃ N : ℝ, 0 < N ∧ ∀ e u, ‖((e, u) : (m → ℝ) × (n → ℝ))‖ ^ 2 ≤ N * energy C L K e u :=
  h.dominates (fun x => ‖x‖ ^ 2) (continuous_norm.pow 2) (fun t x => by
    rw [norm_smul, mul_pow, Real.norm_eq_abs, sq_abs])
```

At fixed e the energy is thus continuous in u and grows at least like ‖u‖²/N, so it has a minimum; the same holds for e at fixed u. `exists_minimizer` proves this, and `IsStable.exists_run` chooses a minimizer for each half-step and iterates from the given start.

```lean
/-- A continuous function that is everywhere at least a fixed positive multiple of the squared norm
has a minimizer. -/
theorem exists_minimizer {ι : Type*} [Fintype ι] (f : (ι → ℝ) → ℝ) (hf : Continuous f)
    {N : ℝ} (hN : 0 < N) (hb : ∀ v, ‖v‖ ^ 2 ≤ N * f v) : ∃ x, ∀ y, f x ≤ f y := by
  apply hf.exists_forall_le
  have h1 : Tendsto (fun v : ι → ℝ => N⁻¹ * ‖v‖ ^ 2) (cocompact (ι → ℝ)) atTop :=
    ((tendsto_pow_atTop two_ne_zero).comp
      (tendsto_norm_cocompact_atTop (E := ι → ℝ))).const_mul_atTop (inv_pos.mpr hN)
  refine tendsto_atTop_mono (fun v => ?_) h1
  rw [inv_mul_le_iff₀ hN]
  exact hb v

/-- In a stable crystal alternating relaxation can be carried out from every starting
strain and every starting set of internal coordinates. -/
theorem IsStable.exists_run (h : IsStable C L K) (e₀ : m → ℝ) (u₀ : n → ℝ) :
    ∃ e u, e 0 = e₀ ∧ u 0 = u₀ ∧ IsRelaxationRun C L K e u := by
  obtain ⟨N, hN, hb⟩ := h.coercive
  have hA : ∀ e, ∃ u, ∀ v, energy C L K e u ≤ energy C L K e v := fun e =>
    exists_minimizer (fun v => energy C L K e v)
      (continuous_energy.comp (continuous_const.prodMk continuous_id)) hN
      (fun v => (pow_le_pow_left₀ (norm_nonneg _) (norm_snd_le (e, v)) 2).trans (hb e v))
  have hC : ∀ u, ∃ e, ∀ f, energy C L K e u ≤ energy C L K f u := fun u =>
    exists_minimizer (fun f => energy C L K f u)
      (continuous_energy.comp (continuous_id.prodMk continuous_const)) hN
      (fun f => (pow_le_pow_left₀ (norm_nonneg _) (norm_fst_le (f, u)) 2).trans (hb f u))
  choose U hU using hA
  choose V hV using hC
  let x : ℕ → (m → ℝ) × (n → ℝ) := fun k =>
    Nat.rec (motive := fun _ => (m → ℝ) × (n → ℝ)) (e₀, u₀)
      (fun _ p => (V (U p.1), U p.1)) k
  exact ⟨fun k => (x k).1, fun k => (x k).2, rfl, rfl,
    ⟨fun k v => hU (x k).1 v, fun k f => hV (x (k + 1)).2 f⟩⟩
```

If E is nonnegative but vanishes at some nonzero (e,u), that point is already a global minimum, and the constant sequence there is a run that never reaches the origin. If E takes negative values, a half-step may have no minimum at all. Even when both half-steps have one, the run can diverge: for one strain and one internal coordinate with E = e²/2 + 2eu + u²/2, the half-steps are u = −2e and e = −2u, so each cycle multiplies e by 4.

## Exact minimization in every half-step

This hypothesis stands for relaxing the atoms fully in a frozen cell, then the cell fully at frozen internal coordinates. It enters the derivation twice.

First, let the cell be relaxed at (e,u). Write A = E(e,0), X = u·Le and D = E(0,u), so that E = A + X + D. Scaling the strain by 1 + t cannot lower the energy:

0 ≤ E((1+t)e,u) − E(e,u) = (2A + X)t + At² for all real t.

The linear coefficient must vanish, which gives the virial identity 2A + X = 0. The Lean proof obtains it from the discriminant of this polynomial, which must satisfy (2A + X)² ≤ 0.

```lean
/-- Virial identity: when the cell is relaxed at fixed atoms, twice the pure strain energy
and the coupling energy cancel. -/
theorem virial_of_relaxed_cell {e : m → ℝ} {u : n → ℝ}
    (hmin : ∀ f, energy C L K e u ≤ energy C L K f u) :
    2 * energy C L K e 0 + u ⬝ᵥ L *ᵥ e = 0 := by
  have hE := energy_smul (C := C) (L := L) (K := K) 1 1 e u
  simp only [one_smul] at hE
  -- scaling the strain by 1 + t cannot lower the energy
  have hq : ∀ t : ℝ, 0 ≤ energy C L K e 0 * (t * t)
      + (2 * energy C L K e 0 + u ⬝ᵥ L *ᵥ e) * t + 0 := by
    intro t
    have h1 := hmin ((1 + t) • e)
    have h2 := energy_smul (C := C) (L := L) (K := K) (1 + t) 1 e u
    rw [one_smul] at h2
    rw [h2, hE] at h1
    linarith
  have hd := discrim_le_zero hq
  unfold discrim at hd
  exact (pow_eq_zero_iff two_ne_zero).mp (le_antisymm (by linarith) (sq_nonneg _))
```

Second, the relaxed atoms do at least as well as any trial displacement. Applying the domination bound to F = E(0,u) gives D ≤ M E. Put a = 1/M and try (1−a)u:

E(e,(1−a)u) = A + (1−a)X + (1−a)²D
= E − aX − 2aD + a²D
= E − 2a(D − A) + a²D
= E − 2aE + a²D
≤ (1−a)E.

The third line uses X = −2A, the fourth uses E = D − A, and the last uses a²D ≤ aE. In `energy_contraction`, `htrial` is the equality and `hkey` the final estimate.

```lean
/-- If the cell is relaxed and the clamped-cell energy of the atoms is at most `M` times the
total energy, relaxing the atoms reduces the energy at least by the factor `1 - 1/M`. -/
theorem energy_contraction {M : ℝ} (hM : 0 < M) {e : m → ℝ} {u u' : n → ℝ}
    (hb : energy C L K 0 u ≤ M * energy C L K e u)
    (hcell : ∀ f, energy C L K e u ≤ energy C L K f u)
    (hatoms : ∀ v, energy C L K e u' ≤ energy C L K e v) :
    energy C L K e u' ≤ (1 - M⁻¹) * energy C L K e u := by
  have hst := virial_of_relaxed_cell hcell
  have hE := energy_smul (C := C) (L := L) (K := K) 1 1 e u
  have hv := energy_smul (C := C) (L := L) (K := K) 1 (1 - M⁻¹) e u
  simp only [one_smul] at hE hv
  -- compare with the trial displacement (1 - 1/M) u
  have htrial : energy C L K e ((1 - M⁻¹) • u) = energy C L K e u
      - 2 * M⁻¹ * energy C L K e u + M⁻¹ ^ 2 * energy C L K 0 u := by
    linear_combination hv - (1 - 2 * M⁻¹) * hE + M⁻¹ * hst
  have hkey : M⁻¹ ^ 2 * energy C L K 0 u ≤ M⁻¹ * energy C L K e u := by
    calc M⁻¹ ^ 2 * energy C L K 0 u ≤ M⁻¹ ^ 2 * (M * energy C L K e u) :=
          mul_le_mul_of_nonneg_left hb (sq_nonneg _)
      _ = (M⁻¹ * M) * (M⁻¹ * energy C L K e u) := by ring
      _ = M⁻¹ * energy C L K e u := by rw [inv_mul_cancel₀ hM.ne', one_mul]
  have h1 := hatoms ((1 - M⁻¹) • u)
  rw [htrial] at h1
  linarith
```

The following cell step can only lower the energy further. The first cycle earns no factor, because the starting cell need not be relaxed; it only gives E_1 ≤ E_0, where E_k = E(e_k,u_k). Hence

E_{k+1} ≤ q^k E_0, with 0 ≤ q < 1.

The proof takes q = 1 − 1/(M+1), where the enlarged constant guarantees q ≥ 0. In `IsStable.energy_decay`, q is chosen before the run, so it depends on C, L and K but not on the start. The theorem gives no estimate of q in terms of elastic constants or phonon frequencies.

```lean
/-- In a stable crystal the energy decays geometrically along alternating relaxation, with
one rate `q < 1` for all runs. -/
theorem IsStable.energy_decay (h : IsStable C L K) :
    ∃ q : ℝ, 0 ≤ q ∧ q < 1 ∧ ∀ e u, IsRelaxationRun C L K e u → ∀ k,
      energy C L K (e (k + 1)) (u (k + 1)) ≤ q ^ k * energy C L K (e 0) (u 0) := by
  obtain ⟨M, hM, hb⟩ := h.dominates (fun x => energy C L K 0 x.2)
    (continuous_energy.comp (continuous_const.prodMk continuous_snd)) (fun t x => by
      simp only [energy, Prod.smul_snd, mulVec_smul, smul_dotProduct, dotProduct_smul,
        smul_eq_mul, mulVec_zero, dotProduct_zero]
      ring)
  -- enlarge the constant so that the rate is nonnegative
  have hM1 : 0 < M + 1 := by linarith
  have hnn : ∀ e u, 0 ≤ energy C L K e u := by
    intro e u
    by_cases hx : e ≠ 0 ∨ u ≠ 0
    · exact (h e u hx).le
    · simp only [ne_eq, not_or, not_not] at hx
      simp [hx.1, hx.2, energy]
  have hq : 0 ≤ 1 - (M + 1)⁻¹ := sub_nonneg.mpr (inv_le_one_of_one_le₀ (by linarith))
  refine ⟨1 - (M + 1)⁻¹, hq, by linarith [inv_pos.mpr hM1], fun e u hr k => ?_⟩
  induction k with
  | zero =>
    rw [pow_zero, one_mul]
    exact (hr.cell 0 (e 0)).trans (hr.atoms 0 (u 0))
  | succ k ih =>
    have h1 := energy_contraction hM1
      ((hb (e (k + 1)) (u (k + 1))).trans (by linarith [hnn (e (k + 1)) (u (k + 1))]))
      (hr.cell k) (hr.atoms (k + 1))
    have h2 := mul_le_mul_of_nonneg_left ih hq
    rw [pow_succ', mul_assoc]
    exact ((hr.cell (k + 1) (e (k + 1))).trans h1).trans h2
```

Convergence of the coordinates follows from

‖(e_{k+1},u_{k+1})‖² ≤ N q^k E_0 → 0.

`IsStable.relaxation_converges` squeezes the squared norm to zero, takes the square root and shifts the index back by one.

```lean
/-- Alternating cell and atom relaxation of a stable crystal converges to the undistorted
state, whatever the starting point of the run. -/
theorem IsStable.relaxation_converges (h : IsStable C L K) {e : ℕ → m → ℝ} {u : ℕ → n → ℝ}
    (hr : IsRelaxationRun C L K e u) :
    Tendsto (fun k => (e k, u k)) atTop (𝓝 (0, 0)) := by
  obtain ⟨N, hN, hb⟩ := h.coercive
  obtain ⟨q, hq0, hq1, hdec⟩ := h.energy_decay
  have hlim : Tendsto (fun k : ℕ => N * (q ^ k * energy C L K (e 0) (u 0))) atTop (𝓝 0) := by
    simpa using ((tendsto_pow_atTop_nhds_zero_of_lt_one hq0 hq1).mul_const
      (energy C L K (e 0) (u 0))).const_mul N
  -- the squared size of the distortion is squeezed to zero
  have h2 : Tendsto (fun k => ‖(e (k + 1), u (k + 1))‖ ^ 2) atTop (𝓝 0) :=
    squeeze_zero (fun k => sq_nonneg _)
      (fun k => (hb _ _).trans (mul_le_mul_of_nonneg_left (hdec e u hr k) hN.le)) hlim
  have h3 : Tendsto (fun k => ‖(e (k + 1), u (k + 1))‖) atTop (𝓝 0) := by
    rw [← Real.sqrt_zero]
    exact h2.sqrt.congr (fun k => Real.sqrt_sq (norm_nonneg _))
  exact (tendsto_add_atTop_iff_nat (f := fun k => (e k, u k)) 1).mp
    (tendsto_zero_iff_norm_tendsto_zero.mpr h3)
```

If the half-steps merely lower the energy, the decreases can shrink so fast that the run stalls away from the minimum. Relaxations stopped at a finite force or stress tolerance are not covered.

## A start at negative energy

The next result replaces stability by the assumption E_0 < 0, which describes a crystal already distorted along an unstable direction. Exact minimization still gives E_{k+1} ≤ E_k, and therefore E_k ≤ E_0 for all k.

```lean
/-- Along a run of alternating relaxation the energy never exceeds its starting value. -/
theorem IsRelaxationRun.energy_le_start {e : ℕ → m → ℝ} {u : ℕ → n → ℝ}
    (hr : IsRelaxationRun C L K e u) (k : ℕ) :
    energy C L K (e k) (u k) ≤ energy C L K (e 0) (u 0) := by
  induction k with
  | zero => exact le_refl _
  | succ k ih => exact ((hr.cell k (e k)).trans (hr.atoms k (u k))).trans ih
```

If the run converged to (0,0), continuity would give E_k → E(0,0) = 0, while every E_k stays at or below the negative number E_0. This is a contradiction. In the Lean proof, `hlim` carries the upper bound to the limit.

```lean
/-- A run of alternating relaxation that starts at negative energy does not converge to the
undistorted state. -/
theorem not_converges_of_negative_energy {e : ℕ → m → ℝ} {u : ℕ → n → ℝ}
    (hr : IsRelaxationRun C L K e u) (hneg : energy C L K (e 0) (u 0) < 0) :
    ¬ Tendsto (fun k => (e k, u k)) atTop (𝓝 (0, 0)) := by
  intro ht
  -- an upper bound along the run passes to the limit for any continuous function
  have hlim : ∀ (G : (m → ℝ) × (n → ℝ) → ℝ) (b : ℝ), Continuous G →
      (∀ k, G (e k, u k) ≤ b) → G (0, 0) ≤ b := by
    intro G b hG hle
    have h1 : Tendsto (fun k => G (e k, u k)) atTop (𝓝 (G (0, 0))) :=
      (hG.tendsto (0, 0)).comp ht
    exact le_of_tendsto' h1 hle
  have h2 := hlim (fun x => energy C L K x.1 x.2) (energy C L K (e 0) (u 0))
    continuous_energy (fun k => hr.energy_le_start k)
  have h3 : energy C L K (0 : m → ℝ) (0 : n → ℝ) = 0 := by simp [energy]
  dsimp only at h2
  rw [h3] at h2
  exact not_le_of_gt hneg h2

end

end AlternatingCellAtomRelaxation
```

The theorem takes the run as given and does not claim that one exists. Without the negative start the conclusion can fail even for an unstable crystal: a run that starts at the origin may remain there if both half-steps have their minimum at zero.

```lean
#print axioms AlternatingCellAtomRelaxation.IsStable.exists_run
#print axioms AlternatingCellAtomRelaxation.IsStable.relaxation_converges
#print axioms AlternatingCellAtomRelaxation.not_converges_of_negative_energy
```

```
'AlternatingCellAtomRelaxation.IsStable.exists_run' depends on axioms: [propext, Classical.choice, Quot.sound]
'AlternatingCellAtomRelaxation.IsStable.relaxation_converges' depends on axioms: [propext, Classical.choice, Quot.sound]
'AlternatingCellAtomRelaxation.not_converges_of_negative_energy' depends on axioms: [propext, Classical.choice, Quot.sound]
```
